# The addition theorem for cosine and sine harmonics on the unit circle

For complex numbers $z$ and $w$ of modulus 1 and every natural number $n$,

$$
\mathrm{Re}(z^n)\,\mathrm{Re}(w^n)+\mathrm{Im}(z^n)\,\mathrm{Im}(w^n)=T_n\big(\mathrm{Re}(z\bar w)\big),
$$

where $T_n$ is the Chebyshev polynomial of the first kind. With $z=e^{i\theta}$ and $w=e^{i\varphi}$ this reads

$$
\cos n\theta\cos n\varphi+\sin n\theta\sin n\varphi=T_n(\cos(\theta-\varphi)).
$$

It is the planar analogue of the addition theorem for spherical harmonics: the circle replaces the sphere, and $T_n$ takes the place of the Legendre polynomial. For a single particle in a planar central potential, $\cos n\theta$ and $\sin n\theta$ are the real angular factors of order $n$, and the theorem says that their summed products depend only on the relative angle.

## Directions and harmonics as complex numbers

```lean
import Mathlib

open Polynomial ComplexConjugate

namespace CircleAdditionTheorem
```

The first line loads Mathlib, Lean's mathematical library. The `open` line allows short names, among them `X` for the polynomial variable and `conj` for complex conjugation. The namespace prefixes the names defined below.

```lean
/-- The cosine harmonic of order `n`: the real part of `z ^ n`. -/
def cosHarmonic (n : ℕ) (z : ℂ) : ℝ := (z ^ n).re
```

This defines $C_n(z)=\mathrm{Re}(z^n)$. The type `(n : ℕ) (z : ℂ) : ℝ` says that the function takes a natural number and a complex number and returns a real number. For $z=e^{i\theta}$ the value is $\cos n\theta$.

```lean
/-- The sine harmonic of order `n`: the imaginary part of `z ^ n`. -/
def sinHarmonic (n : ℕ) (z : ℂ) : ℝ := (z ^ n).im
```

Likewise $S_n(z)=\mathrm{Im}(z^n)$, which is $\sin n\theta$ on the unit circle. Both definitions accept any complex number; a direction is singled out by the hypothesis `‖z‖ = 1` in each theorem that needs it. No angle variable appears in the file, so the cosine and sine of the relative angle are represented by $\mathrm{Re}(z\bar w)$ and $\mathrm{Im}(z\bar w)$.

The harmonics are not normalised. For $n\ge 1$ the functions orthonormal over the circle are $C_n/\sqrt\pi$ and $S_n/\sqrt\pi$, which turns the right-hand side of the addition theorem into $T_n/\pi$. For $n=0$ only the constant $1/\sqrt{2\pi}$ remains, and the value is $1/(2\pi)$.

## Powers of a unit number follow the Chebyshev recurrence

```lean
/-- Successive powers of a unit complex number obey the three-term Chebyshev recurrence,
with twice its real part as coefficient. -/
theorem unit_pow_recurrence {u : ℂ} (hu : ‖u‖ = 1) (n : ℕ) :
    u ^ (n + 2) = ((2 * u.re : ℝ) : ℂ) * u ^ (n + 1) - u ^ n := by
  have h1 : u.re * u.re + u.im * u.im = 1 := by
    rw [← Complex.normSq_apply, Complex.normSq_eq_norm_sq, hu]
    norm_num
  -- the quadratic equation satisfied by a point of the unit circle
  have h2 : u ^ 2 = ((2 * u.re : ℝ) : ℂ) * u - 1 := by
    apply Complex.ext
    · simp only [pow_two, Complex.mul_re, Complex.sub_re, Complex.ofReal_re,
        Complex.ofReal_im, Complex.one_re]
      linear_combination -h1
    · simp only [pow_two, Complex.mul_im, Complex.sub_im, Complex.ofReal_re,
        Complex.ofReal_im, Complex.one_im]
      ring
  linear_combination u ^ n * h2
```

In the Lean theorems below, the named hypotheses stand before the first colon that lies outside all brackets, and the conclusion stands after it. Here `hu` is the name of the assumption $|u|=1$, and the conclusion is

$$
u^{n+2}=2\,\mathrm{Re}(u)\,u^{n+1}-u^n .
$$

The notation `((2 * u.re : ℝ) : ℂ)` means the real number $2\,\mathrm{Re}(u)$ regarded as a complex one.

By hand, write $u=x+iy$ with $x^2+y^2=1$. Then

$$
u^2=x^2-y^2+2ixy,\qquad 2xu-1=2x^2-1+2ixy .
$$

The imaginary parts agree. The real parts agree because $x^2-y^2=2x^2-(x^2+y^2)=2x^2-1$. Hence $u^2=2xu-1$, and multiplication by $u^n$ gives the claim.

The proof has the same three stages. `h1` is $x^2+y^2=1$, and `h2` is the quadratic equation, which `Complex.ext` splits into real and imaginary parts. The last line multiplies `h2` by $u^n$. The tactic `linear_combination` proves an equation by checking that it is the stated combination of known equations, up to ordinary algebra.

```lean
/-- On the unit circle the cosine harmonic of order `n` is the Chebyshev polynomial `T_n`
of the real part. -/
theorem cosHarmonic_eq_T {u : ℂ} (hu : ‖u‖ = 1) :
    ∀ n : ℕ, cosHarmonic n u = (Chebyshev.T ℝ n).eval u.re
  | 0 => by simp [cosHarmonic]
  | 1 => by simp [cosHarmonic]
  | n + 2 => by
    have h0 := cosHarmonic_eq_T hu n
    have h1 := cosHarmonic_eq_T hu (n + 1)
    have hT : Chebyshev.T ℝ ((n + 2 : ℕ) : ℤ)
        = 2 * X * Chebyshev.T ℝ ((n + 1 : ℕ) : ℤ) - Chebyshev.T ℝ (n : ℤ) := by
      push_cast
      exact Chebyshev.T_add_two ℝ n
    unfold cosHarmonic at h0 h1 ⊢
    rw [hT, unit_pow_recurrence hu, Complex.sub_re, Complex.re_ofReal_mul, h0, h1]
    simp only [eval_sub, eval_mul, eval_X, eval_ofNat]
```

The statement is $C_n(u)=T_n(\mathrm{Re}\,u)$ for $|u|=1$. The expression `(Chebyshev.T ℝ n).eval u.re` takes the polynomial $T_n$ with real coefficients and evaluates it at $\mathrm{Re}\,u$.

The argument is an induction with two starting values. Put $x=\mathrm{Re}\,u$. For $n=0$ both sides are 1, and for $n=1$ both are $x$. If the claim holds for $n$ and $n+1$, the real part of the recurrence gives

$$
C_{n+2}(u)=2x\,C_{n+1}(u)-C_n(u)=2x\,T_{n+1}(x)-T_n(x)=T_{n+2}(x).
$$

The three lines beginning with `|` are these three cases. In the last one, `h0` and `h1` are the induction hypotheses, obtained by calling the theorem itself at smaller orders, and `hT` is the defining recurrence of $T_n$. Mathlib indexes Chebyshev polynomials by integers, hence the conversions to `ℤ`.

```lean
/-- On the unit circle the sine harmonic of order `n + 1` is the imaginary part times the
Chebyshev polynomial of the second kind `U_n` of the real part. -/
theorem sinHarmonic_eq_U {u : ℂ} (hu : ‖u‖ = 1) :
    ∀ n : ℕ, sinHarmonic (n + 1) u = u.im * (Chebyshev.U ℝ n).eval u.re
  | 0 => by simp [sinHarmonic]
  | 1 => by
    simp [sinHarmonic, pow_two, Complex.mul_im]
    ring
  | n + 2 => by
    have h0 := sinHarmonic_eq_U hu n
    have h1 := sinHarmonic_eq_U hu (n + 1)
    have hU : Chebyshev.U ℝ ((n + 2 : ℕ) : ℤ)
        = 2 * X * Chebyshev.U ℝ ((n + 1 : ℕ) : ℤ) - Chebyshev.U ℝ (n : ℤ) := by
      push_cast
      exact Chebyshev.U_add_two ℝ n
    have hr : u ^ (n + 2 + 1) = ((2 * u.re : ℝ) : ℂ) * u ^ (n + 1 + 1) - u ^ (n + 1) :=
      unit_pow_recurrence hu (n + 1)
    unfold sinHarmonic at h0 h1 ⊢
    rw [hU, hr, Complex.sub_im, Complex.im_ofReal_mul, h0, h1]
    simp only [eval_sub, eval_mul, eval_X, eval_ofNat]
    ring
```

The sine harmonics bring in $U_n$, the Chebyshev polynomials of the second kind:

$$
S_{n+1}(u)=\mathrm{Im}(u)\,U_n(\mathrm{Re}\,u).
$$

In angles this is $\sin((n+1)\theta)=\sin\theta\;U_n(\cos\theta)$. The order of the harmonic is one higher than the index of the polynomial.

With $u=x+iy$, the starting cases are $S_1(u)=y=y\,U_0(x)$ and $S_2(u)=2xy=y\,U_1(x)$. The imaginary part of the power recurrence then gives

$$
S_{n+3}(u)=2x\,S_{n+2}(u)-S_{n+1}(u)=y\,[2x\,U_{n+1}(x)-U_n(x)]=y\,U_{n+2}(x).
$$

The Lean proof repeats the preceding induction, with `hr` as the power recurrence shifted by one and `hU` as the recurrence of $U_n$.

## Two directions enter through their relative direction

```lean
/-- **Addition theorem on the circle.** For two directions `z`, `w`, the sum of products of
their harmonics of order `n` is `T_n` of the cosine of the angle between them. -/
theorem addition_theorem {z w : ℂ} (hz : ‖z‖ = 1) (hw : ‖w‖ = 1) (n : ℕ) :
    cosHarmonic n z * cosHarmonic n w + sinHarmonic n z * sinHarmonic n w
      = (Chebyshev.T ℝ n).eval (z * conj w).re := by
  have hu : ‖z * conj w‖ = 1 := by simp [hz, hw]
  -- the relative direction `z * conj w` carries the whole dependence
  rw [← cosHarmonic_eq_T hu n]
  unfold cosHarmonic sinHarmonic
  rw [mul_pow, ← map_pow]
  simp only [Complex.mul_re, Complex.conj_re, Complex.conj_im]
  ring
```

This is the result stated at the start: $C_n(z)C_n(w)+S_n(z)S_n(w)=T_n(\mathrm{Re}(z\bar w))$ for $|z|=|w|=1$ and every $n$, including $n=0$, where both sides are 1.

The derivation turns on the product $z\bar w$. It has modulus 1, so the previous result for the cosine harmonic applies to it:

$$
T_n(\mathrm{Re}(z\bar w))=\mathrm{Re}\big((z\bar w)^n\big)=\mathrm{Re}\big(z^n\,\overline{w^n}\big).
$$

Expanding the last product,

$$
\big(C_n(z)+iS_n(z)\big)\big(C_n(w)-iS_n(w)\big),
$$

gives the real part $C_n(z)C_n(w)+S_n(z)S_n(w)$.

In the proof, `hu` records $|z\bar w|=1$. The first `rw`, which rewrites with a known equation, replaces $T_n$ by the cosine harmonic of $z\bar w$; the arrow means that the equation is used from right to left. The second splits the power of the product and moves the conjugation outside the power. `simp only` expands the real part, and `ring` finishes the algebra.

The conjugation is easily forgotten, both by hand and when typing the statement. Without it, $\mathrm{Re}(zw)$ is the cosine of the sum of the angles, and the claim becomes false: for $n=1$ and $z=w=i$ the left-hand side is 1, while $T_1(\mathrm{Re}(i\cdot i))=-1$.

```lean
/-- The antisymmetric combination of the harmonics of order `n + 1` of two directions is the
sine of their relative angle times `U_n` of its cosine. -/
theorem addition_theorem_sine {z w : ℂ} (hz : ‖z‖ = 1) (hw : ‖w‖ = 1) (n : ℕ) :
    sinHarmonic (n + 1) z * cosHarmonic (n + 1) w
        - cosHarmonic (n + 1) z * sinHarmonic (n + 1) w
      = (z * conj w).im * (Chebyshev.U ℝ n).eval (z * conj w).re := by
  have hu : ‖z * conj w‖ = 1 := by simp [hz, hw]
  rw [← sinHarmonic_eq_U hu n]
  unfold cosHarmonic sinHarmonic
  rw [mul_pow, ← map_pow]
  simp only [Complex.mul_im, Complex.conj_re, Complex.conj_im]
  ring
```

The imaginary part of the same expansion gives the companion formula. For order $m=n+1$,

$$
S_m(z)C_m(w)-C_m(z)S_m(w)=\mathrm{Im}\big((z\bar w)^m\big)=\mathrm{Im}(z\bar w)\,U_n(\mathrm{Re}(z\bar w)).
$$

In angles, the left-hand side is $\sin(m(\theta-\varphi))$. Exchanging $z$ and $w$ reverses the sign of both sides. The proof is that of the addition theorem with imaginary parts in place of real ones.

```lean
/-- For points `r z` and `s w` of the plane, with `z` and `w` directions, the addition theorem
acquires the radial factor `(r s) ^ n`. -/
theorem addition_theorem_solid {z w : ℂ} (hz : ‖z‖ = 1) (hw : ‖w‖ = 1) (r s : ℝ) (n : ℕ) :
    cosHarmonic n (r * z) * cosHarmonic n (s * w)
        + sinHarmonic n (r * z) * sinHarmonic n (s * w)
      = (r * s) ^ n * (Chebyshev.T ℝ n).eval (z * conj w).re := by
  have h := addition_theorem hz hw n
  unfold cosHarmonic sinHarmonic at h ⊢
  rw [mul_pow, mul_pow, ← Complex.ofReal_pow, ← Complex.ofReal_pow]
  simp only [Complex.re_ofReal_mul, Complex.im_ofReal_mul]
  linear_combination (r * s) ^ n * h
```

Here the two points are $rz$ and $sw$, with $z$ and $w$ still of modulus 1. Since $(rz)^n=r^nz^n$ and $r^n$ is real,

$$
C_n(rz)=r^nC_n(z),\qquad S_n(rz)=r^nS_n(z),
$$

and the same holds for $sw$. Each product on the left therefore carries the factor $r^ns^n=(rs)^n$, and the addition theorem does the rest. The final line of the proof is exactly that multiplication of `h` by $(rs)^n$.

The theorem allows all real $r$ and $s$. For non-negative values they are the distances from the origin. Because the directions are given separately, nothing has to be divided by a radius, and the origin is included.

## Bond-orientational sums as sums over pairs

```lean
/-- The squared modulus of a weighted bond-orientational sum of order `n` is the double sum over
pairs of bonds of the product of their weights times `T_n` of the cosine of the angle between them.
-/
theorem bond_order_sq {ι : Type*} (s : Finset ι) (c : ι → ℝ) (z : ι → ℂ)
    (hz : ∀ i ∈ s, ‖z i‖ = 1) (n : ℕ) :
    ‖∑ i ∈ s, (c i : ℂ) * z i ^ n‖ ^ 2
      = ∑ i ∈ s, ∑ j ∈ s, c i * c j * (Chebyshev.T ℝ n).eval (z i * conj (z j)).re := by
  rw [← Complex.normSq_eq_norm_sq, Complex.normSq_apply, Complex.re_sum, Complex.im_sum,
    Finset.sum_mul_sum, Finset.sum_mul_sum, ← Finset.sum_add_distrib]
  refine Finset.sum_congr rfl fun i hi => ?_
  rw [← Finset.sum_add_distrib]
  refine Finset.sum_congr rfl fun j hj => ?_
  -- each pair contributes one instance of the addition theorem
  rw [← addition_theorem (hz i hi) (hz j hj) n]
  simp only [Complex.re_ofReal_mul, Complex.im_ofReal_mul, cosHarmonic, sinHarmonic]
  ring
```

Let $s$ now denote a finite set of bond labels, with a real weight $c_i$ and a direction $z_i$ for each label $i$. The statement is

$$
\Big|\sum_{i\in s}c_i z_i^n\Big|^2=\sum_{i\in s}\sum_{j\in s}c_ic_j\,T_n\big(\mathrm{Re}(z_i\bar z_j)\big).
$$

`Finset ι` is the type of finite sets of labels drawn from `ι`, and `hz` requires modulus 1 only for the labels in the set. An empty set is allowed and gives zero on both sides.

To derive the formula, write the squared modulus as the square of the real part plus the square of the imaginary part:

$$
\Big(\sum_i c_iC_n(z_i)\Big)^2+\Big(\sum_i c_iS_n(z_i)\Big)^2
=\sum_{i,j}c_ic_j\big[C_n(z_i)C_n(z_j)+S_n(z_i)S_n(z_j)\big].
$$

The addition theorem turns each bracket into $T_n(\mathrm{Re}(z_i\bar z_j))$. In Lean, the first `rw` expands the two squares into double sums, and the two uses of `Finset.sum_congr`, with the inner sums combined between them, reduce the claim to an equality for each pair $i,j$. The pairs with $i=j$ are included; each contributes $c_i^2$, because $T_n(1)=1$.

In simulations of two-dimensional systems, taking $n=6$ and $c_i=1/N$ for the $N\ge1$ neighbours of a particle gives the squared modulus of its hexatic order parameter, for a finite set of planar bonds however the neighbours were chosen.

## Isotropy forces equal weights

```lean
/-- For `n ≠ 0`, a weighted sum of the cosine and sine products is a function of the cosine of
the relative angle alone exactly when the two weights are equal. -/
theorem isotropic_iff_equal_weights {n : ℕ} (hn : n ≠ 0) (a b : ℝ) :
    (∃ f : ℝ → ℝ, ∀ z w : ℂ, ‖z‖ = 1 → ‖w‖ = 1 →
      a * (cosHarmonic n z * cosHarmonic n w) + b * (sinHarmonic n z * sinHarmonic n w)
        = f (z * conj w).re) ↔ a = b := by
  constructor
  · rintro ⟨f, hf⟩
    -- a direction at which the cosine harmonic vanishes and the sine harmonic is one
    obtain ⟨ζ, hζ⟩ := IsAlgClosed.exists_pow_nat_eq Complex.I (Nat.pos_of_ne_zero hn)
    have hnorm : ‖ζ‖ = 1 := by
      have h : ‖ζ‖ ^ n = 1 := by rw [← norm_pow, hζ, Complex.norm_I]
      exact (pow_eq_one_iff_of_nonneg (norm_nonneg ζ) hn).mp h
    have hre : (ζ * conj ζ).re = 1 := by
      rw [Complex.mul_conj, Complex.normSq_eq_norm_sq, hnorm]
      simp
    have h1 := hf 1 1 (by simp) (by simp)
    have h2 := hf ζ ζ hnorm hnorm
    rw [hre] at h2
    simp [cosHarmonic, sinHarmonic] at h1
    simp [cosHarmonic, sinHarmonic, hζ] at h2
    linarith
  · intro hab
    refine ⟨fun x => a * (Chebyshev.T ℝ n).eval x, fun z w hz hw => ?_⟩
    show _ = a * (Chebyshev.T ℝ n).eval (z * conj w).re
    have h := addition_theorem hz hw n
    linear_combination a * h - sinHarmonic n z * sinHarmonic n w * hab

end CircleAdditionTheorem
```

Give the cosine and sine products separate real weights $a$ and $b$. For $n\neq0$, the theorem says that a function $f$ with

$$
a\,C_n(z)C_n(w)+b\,S_n(z)S_n(w)=f(\mathrm{Re}(z\bar w))\quad\text{for all }|z|=|w|=1
$$

exists if and only if $a=b$. In the Lean statement, `∃ f` stands before `∀ z w`, so one function must serve all pairs of directions. It may depend on $n$, $a$ and $b$, and it is not assumed to be continuous.

Suppose first that such an $f$ exists. At $z=w=1$ the cosine harmonic is 1 and the sine harmonic is 0, so $a=f(1)$. Now choose $\zeta$ with $\zeta^n=i$. Then $|\zeta|^n=1$, hence $|\zeta|=1$, and $C_n(\zeta)=0$, $S_n(\zeta)=1$. At $z=w=\zeta$ the relative direction is again 1, so $b=f(1)$. Therefore $a=b$. Conversely, if $a=b$, the addition theorem shows that $f(x)=a\,T_n(x)$ works.

`constructor` separates the two implications. In the first, `IsAlgClosed.exists_pow_nat_eq` supplies the root $\zeta$, `h1` and `h2` are the two evaluations, and `linarith` compares them. In the second, `refine` supplies the function $a\,T_n$.

The condition $n\neq0$ is needed because $S_0=0$: at order zero the weight $b$ has no effect and can take any value.

For non-interacting electrons on a ring, $a$ and $b$ can be read as the occupations of the normalised cosine and sine orbitals of order $n\ge1$, provided that the one-particle density matrix has no cross terms between these two orbitals. Their contribution to the one-particle density matrix is then the weighted sum above divided by $\pi$, and it depends on the cosine of the relative angle alone exactly when the two orbitals are equally occupied.

```lean
#print axioms CircleAdditionTheorem.addition_theorem_sine
-- 'CircleAdditionTheorem.addition_theorem_sine' depends on axioms: [propext, Classical.choice, Quot.sound]
#print axioms CircleAdditionTheorem.addition_theorem_solid
-- 'CircleAdditionTheorem.addition_theorem_solid' depends on axioms: [propext, Classical.choice, Quot.sound]
#print axioms CircleAdditionTheorem.bond_order_sq
-- 'CircleAdditionTheorem.bond_order_sq' depends on axioms: [propext, Classical.choice, Quot.sound]
#print axioms CircleAdditionTheorem.isotropic_iff_equal_weights
-- 'CircleAdditionTheorem.isotropic_iff_equal_weights' depends on axioms: [propext, Classical.choice, Quot.sound]
```
